# A real polynomial in d ≥ 1 variables is biharmonic exactly when it is h₀ + r²h₁ with h₀ and h₁ harmonic polynomials

I want to treat the solutions as formal polynomials with real coefficients in d Cartesian coordinates, and the Laplacian Δ as an algebraic operation on them, so that no domain, boundary condition or smoothness class enters. In that setting, the general solution of the biharmonic equation Δ(Δp) = 0 should be p = h₀ + r²h₁, where r² is the sum of the squared coordinates and Δh₀ = Δh₁ = 0. Checking that this form solves the equation is quick. How do I show that there are no other polynomial solutions, without assuming that p is homogeneous, and can the argument be made rigorous and machine-checked?

## Solving Δ(r²h) = g for a harmonic source g

It can, and the main step is to solve a Poisson equation whose source g is harmonic. Write xᵢ for the coordinates, ∂ᵢ for the partial derivatives, and

E = Σᵢ xᵢ∂ᵢ

for the Euler operator, which generates dilations. Since partial derivatives commute, the product rule gives

∂ᵢ(Ep) = ∂ᵢp + E(∂ᵢp).

Applying ∂ᵢ once more gives ∂ᵢ²(Ep) = 2∂ᵢ²p + E(∂ᵢ²p). Summing over i, and then including constants a and b,

Δ(Ep) = E(Δp) + 2Δp,

Δ((a + bE)p) = (a + 2b + bE)Δp.

On a monomial of total degree l, E acts as multiplication by l, so a + bE multiplies its coefficient by a + bl. For a > 0 and b ≥ 0 this factor is never zero. Dividing each coefficient by it inverts a + bE on all polynomials.

Next comes the factor r². From ∂ᵢr² = 2xᵢ,

∂ᵢ²(r²q) = 2q + 4xᵢ∂ᵢq + r²∂ᵢ²q,

and summing over the d coordinates,

Δ(r²q) = 2d q + 4Eq + r²Δq.

For harmonic h the last term vanishes, and Δ(r²h) = (2d + 4E)h.

Now let g be harmonic. Since d ≥ 1, there is a polynomial h with (2d + 4E)h = g. It is harmonic too, because

0 = Δg = (2d + 8 + 4E)Δh,

and the operator on the right is injective. Hence Δ(r²h) = g.

If Δ(Δp) = 0, take g = Δp, call the resulting polynomial h₁, and set h₀ = p − r²h₁. Then Δh₀ = Δp − g = 0. Conversely, if p = h₀ + r²h₁ with both parts harmonic, then Δp = (2d + 4E)h₁, and a second Laplacian gives (2d + 8 + 4E)Δh₁ = 0.

A slip to watch for is replacing E by a single number l. That is right only for homogeneous h. With d = 1 and h = 1 + x, Δ(r²h) = 2 + 6x, which is not a multiple of h.

## Higher powers of the Laplacian

The same argument handles Δⁿp = 0. The product rule gives E(r²q) = r²(2 + E)q, and repeated use gives

E((r²)^k h) = (r²)^k (2k + E)h.

For harmonic h and j ≥ 0, the claim is

Δ((r²)^(j+1) h) = (r²)^j (aⱼ + bⱼE)h, with aⱼ = 2(j+1)(d+2j) and bⱼ = 4(j+1).

The case j = 0 was shown above. To pass from j to j + 1, put q = (r²)^(j+1) h in the formula for Δ(r²q). The result is (r²)^(j+1) times

(2d + 8(j+1) + aⱼ + (4 + bⱼ)E)h.

Here 2d + 8(j+1) + aⱼ = 2(j+2)(d+2j+2) = aⱼ₊₁ and 4 + bⱼ = bⱼ₊₁, as required. Since aⱼ > 0, every harmonic g has a harmonic h with Δ((r²)^(j+1) h) = (r²)^j g.

Now use induction on n. For n = 0 both sides say p = 0. If Δⁿ⁺¹p = 0, the induction hypothesis gives Δp = Σ (r²)^j gⱼ over j < n, with every gⱼ harmonic. Lift each term to (r²)^(j+1) hⱼ and subtract the lifts from p; the remainder is harmonic and becomes the term without a factor r². Conversely, Δ turns a sum of n + 1 such terms into a sum of n terms with harmonic coefficients (aⱼ + bⱼE)hⱼ₊₁, and the induction hypothesis applies.

## What `biharmonic_iff` and `almansi` say

`Poly d` is the type of real polynomials in variables indexed by `Fin d`, so the coordinates are numbered from 0 to d − 1. The linear map `laplacian` is the sum of second formal derivatives, with a positive sign and no physical prefactor. `rsq` is r², which fixes the Euclidean metric, and `scaledEuler a b` is a + bE with natural numbers a and b.

`biharmonic_iff` says that, for `0 < d` and any `p`, applying `laplacian` twice gives zero if and only if there are polynomials `h₀` and `h₁`, both with zero Laplacian, such that `p = h₀ + rsq * h₁`. `almansi` is the version for n applications, written with the iterate `^[n]`. Its harmonic parts form a sequence indexed by all natural numbers, of which only the first n enter the sum.

Neither theorem addresses uniqueness of the parts. Almansi's name is also attached to decompositions of polyharmonic functions on star-shaped domains, whereas these statements concern polynomials alone. A singular solution such as r² log r in the punctured plane is therefore not covered.

Harmonicity of h₁ is essential: for d = 1 and h₁ = x², the polynomial r²h₁ = x⁴ has Δ(Δx⁴) = 24. The condition d ≥ 1 matters for the lift. With no variables every Laplacian is zero, so Δ(r²h) = 1 has no solution, although the biharmonic equivalence remains trivially true with h₀ = p.

In electronic structure, the result bears on the polynomial prefactors of Cartesian Gaussian functions, though not on the Gaussians themselves: in three dimensions x² = (x² − r²/3) + r²/3 separates a d-type part from an s-type part.

In Lean 4 with Mathlib:

```lean
import Mathlib

open MvPolynomial

namespace AlmansiDecomposition

noncomputable section

/-- Real polynomials in `d` Cartesian coordinates. -/
abbrev Poly (d : ℕ) := MvPolynomial (Fin d) ℝ

variable {d : ℕ}

/-- The Laplacian, the sum of the second partial derivatives. -/
def laplacian : Poly d →ₗ[ℝ] Poly d where
  toFun p := ∑ i, pderiv i (pderiv i p)
  map_add' p q := by simp [Finset.sum_add_distrib]
  map_smul' c p := by simp [Finset.smul_sum]

/-- The Euler operator `∑ xᵢ ∂ᵢ`, the generator of dilations. -/
def euler : Poly d →ₗ[ℝ] Poly d where
  toFun p := ∑ i, X i * pderiv i p
  map_add' p q := by simp [mul_add, Finset.sum_add_distrib]
  map_smul' c p := by simp [Finset.smul_sum]

/-- The squared radius, the sum of the squares of the coordinates. -/
def rsq : Poly d := ∑ i, X i ^ 2

/-- The weighted Euler operator `a + b ∑ xᵢ ∂ᵢ`. -/
def scaledEuler (a b : ℕ) (p : Poly d) : Poly d :=
  (a : Poly d) * p + (b : Poly d) * euler p

/-- Partial derivatives of a polynomial commute. -/
theorem pderiv_comm' (i j : Fin d) (p : Poly d) :
    pderiv i (pderiv j p) = pderiv j (pderiv i p) := by
  have hz : ∀ i j k : Fin d, pderiv i (pderiv j (X k : Poly d)) = 0 := by
    intro i j k
    simp only [pderiv_X, Pi.single_apply]
    split_ifs <;> simp
  induction p using MvPolynomial.induction_on
  · simp
  · rename_i p q hp hq
    simp only [map_add, hp, hq]
  · rename_i p k hp
    simp only [pderiv_mul, map_add, hz]
    linear_combination X k * hp

/-- Moving a partial derivative past the Euler operator produces one extra derivative. -/
theorem pderiv_euler (j : Fin d) (p : Poly d) :
    pderiv j (euler p) = pderiv j p + euler (pderiv j p) := by
  have h : ∀ i, pderiv j (X i * pderiv i p) =
      (if i = j then pderiv i p else 0) + X i * pderiv i (pderiv j p) := by
    intro i
    rw [pderiv_mul, pderiv_X, Pi.single_apply, pderiv_comm' j i p]
    split_ifs <;> simp_all
  change pderiv j (∑ i, X i * pderiv i p) =
    pderiv j p + ∑ i, X i * pderiv i (pderiv j p)
  rw [map_sum]
  simp only [h, Finset.sum_add_distrib]
  simp

/-- The Laplacian lowers the dilation weight by two: `Δ E = E Δ + 2 Δ`. -/
theorem laplacian_euler (p : Poly d) :
    laplacian (euler p) = euler (laplacian p) + 2 * laplacian p := by
  change ∑ i, pderiv i (pderiv i (euler p)) =
    euler (∑ i, pderiv i (pderiv i p)) + 2 * ∑ i, pderiv i (pderiv i p)
  rw [map_sum, Finset.mul_sum, ← Finset.sum_add_distrib]
  refine Finset.sum_congr rfl fun i _ => ?_
  rw [pderiv_euler, map_add, pderiv_euler]
  ring

/-- Moving the Laplacian past `a + b E` turns it into `a + 2 b + b E`. -/
theorem laplacian_scaledEuler (a b : ℕ) (p : Poly d) :
    laplacian (scaledEuler a b p) = scaledEuler (a + 2 * b) b (laplacian p) := by
  simp only [scaledEuler, ← nsmul_eq_mul, map_add, map_nsmul, laplacian_euler]
  simp only [nsmul_eq_mul]
  push_cast
  ring

/-- The operator `a + b E` multiplies the coefficient of each monomial by `a + b l`,
where `l` is the total degree of the monomial. -/
theorem coeff_scaledEuler (a b : ℕ) (m : Fin d →₀ ℕ) (p : Poly d) :
    coeff m (scaledEuler a b p) = ((a : ℝ) + b * ∑ i, (m i : ℝ)) * coeff m p := by
  -- monomials are eigenvectors of the Euler operator
  have hmon : ∀ (u : Fin d →₀ ℕ) (x : ℝ),
      euler (monomial u x : Poly d) = (∑ i, (u i : ℝ)) • monomial u x := by
    intro u x
    change ∑ i, X i * pderiv i (monomial u x) = _
    rw [Finset.sum_smul]
    refine Finset.sum_congr rfl fun i _ => ?_
    rw [X_mul_pderiv_monomial, Nat.cast_smul_eq_nsmul]
  have he : coeff m (euler p) = (∑ i, (m i : ℝ)) * coeff m p := by
    refine MvPolynomial.induction_on' p ?_ ?_
    · intro u x
      rw [hmon]
      simp only [coeff_smul, coeff_monomial, smul_eq_mul]
      split_ifs with h
      · rw [h]
      · simp
    · intro p q hp hq
      rw [map_add, coeff_add, hp, hq, coeff_add]
      ring
  simp only [scaledEuler, ← nsmul_eq_mul, coeff_add, coeff_smul, he]
  simp only [nsmul_eq_mul]
  ring

/-- For `a > 0` the operator `a + b E` is a bijection of the space of polynomials. -/
theorem scaledEuler_bijective {a : ℕ} (ha : 0 < a) (b : ℕ) :
    Function.Bijective (scaledEuler a b : Poly d → Poly d) := by
  have hpos : ∀ m : Fin d →₀ ℕ, (a : ℝ) + b * ∑ i, (m i : ℝ) ≠ 0 := by
    intro m
    have ha' : (0 : ℝ) < a := by exact_mod_cast ha
    positivity
  constructor
  · intro p q hpq
    ext m
    have h := congrArg (coeff m) hpq
    rw [coeff_scaledEuler, coeff_scaledEuler] at h
    exact mul_left_cancel₀ (hpos m) h
  · intro q
    refine MvPolynomial.induction_on' q ?_ ?_
    · intro u x
      refine ⟨monomial u (x / ((a : ℝ) + b * ∑ i, (u i : ℝ))), ?_⟩
      ext m
      rw [coeff_scaledEuler, coeff_monomial, coeff_monomial]
      split_ifs with h
      · rw [← h]
        exact mul_div_cancel₀ x (hpos u)
      · simp
    · rintro p q ⟨u, hu⟩ ⟨v, hv⟩
      refine ⟨u + v, ?_⟩
      rw [← hu, ← hv]
      simp only [scaledEuler, map_add]
      ring

/-- For harmonic `h`, the Laplacian of `rsq ^ (j + 1) * h` is `rsq ^ j` times a weighted Euler
operator applied to `h`. -/
theorem laplacian_rsq_pow_mul (j : ℕ) {h : Poly d} (hh : laplacian h = 0) :
    laplacian (rsq ^ (j + 1) * h) =
      rsq ^ j * scaledEuler (2 * (j + 1) * (d + 2 * j)) (4 * (j + 1)) h := by
  have hr : ∀ i : Fin d, pderiv i (rsq : Poly d) = X i + X i := by
    intro i
    rw [rsq, map_sum, Finset.sum_eq_single i]
    · rw [pow_two, pderiv_mul, pderiv_X_self]
      ring
    · intro k _ hk
      rw [pow_two, pderiv_mul, pderiv_X_of_ne hk]
      ring
    · simp
  -- the product rule for one factor of the squared radius
  have key : ∀ q : Poly d, laplacian (rsq * q) =
      2 * (d : Poly d) * q + 4 * euler q + rsq * laplacian q := by
    intro q
    have hi : ∀ i, pderiv i (pderiv i (rsq * q)) =
        2 * q + 4 * (X i * pderiv i q) + rsq * pderiv i (pderiv i q) := by
      intro i
      simp only [pderiv_mul, map_add, hr, pderiv_X_self]
      ring
    change ∑ i, pderiv i (pderiv i (rsq * q)) = 2 * (d : Poly d) * q +
      4 * ∑ i, X i * pderiv i q + rsq * ∑ i, pderiv i (pderiv i q)
    simp only [hi, Finset.sum_add_distrib, ← Finset.mul_sum, Finset.sum_const,
      Finset.card_univ, Fintype.card_fin, nsmul_eq_mul]
    ring
  have eul : ∀ q : Poly d, euler (rsq * q) = 2 * q * rsq + rsq * euler q := by
    intro q
    have hi : ∀ i, X i * pderiv i (rsq * q) =
        2 * q * X i ^ 2 + rsq * (X i * pderiv i q) := by
      intro i
      rw [pderiv_mul, hr]
      ring
    change ∑ i, X i * pderiv i (rsq * q) =
      2 * q * (∑ i, X i ^ 2) + rsq * ∑ i, X i * pderiv i q
    simp only [hi, Finset.sum_add_distrib, ← Finset.mul_sum]
  have eulpow : ∀ k : ℕ, euler (rsq ^ k * h) =
      2 * (k : Poly d) * rsq ^ k * h + rsq ^ k * euler h := by
    intro k
    induction k with
    | zero => simp
    | succ k ih =>
      have e : rsq ^ (k + 1) * h = rsq * (rsq ^ k * h) := by ring
      rw [e, eul, ih]
      push_cast
      ring
  induction j with
  | zero =>
    have e : rsq ^ (0 + 1) * h = rsq * h := by ring
    rw [e, key, hh]
    simp only [scaledEuler]
    push_cast
    ring
  | succ j ih =>
    have e : rsq ^ (j + 1 + 1) * h = rsq * (rsq ^ (j + 1) * h) := by ring
    rw [e, key, ih, eulpow]
    simp only [scaledEuler]
    push_cast
    ring

/-- In `d ≥ 1` variables, for every harmonic `g` the Poisson equation with source `rsq ^ j * g` has
a solution `rsq ^ (j + 1) * h` with `h` harmonic. -/
theorem exists_harmonic_lift (hd : 0 < d) (j : ℕ) {g : Poly d} (hg : laplacian g = 0) :
    ∃ h : Poly d, laplacian h = 0 ∧ laplacian (rsq ^ (j + 1) * h) = rsq ^ j * g := by
  obtain ⟨h, hh⟩ := (scaledEuler_bijective (d := d)
    (a := 2 * (j + 1) * (d + 2 * j)) (by positivity) (4 * (j + 1))).2 g
  -- the Laplacian of `h` is killed by an injective operator
  have h0 : laplacian h = 0 := by
    apply (scaledEuler_bijective (d := d)
      (a := 2 * (j + 1) * (d + 2 * j) + 2 * (4 * (j + 1))) (by positivity) (4 * (j + 1))).1
    rw [← laplacian_scaledEuler, hh, hg]
    simp [scaledEuler]
  exact ⟨h, h0, by rw [laplacian_rsq_pow_mul j h0, hh]⟩

/-- Almansi decomposition: a polynomial in `d ≥ 1` variables is annihilated by the `n`-th power of
the Laplacian if and only if it is a sum of `rsq ^ j * h j` over `j < n` with harmonic polynomials
`h j`. -/
theorem almansi (hd : 0 < d) (n : ℕ) (p : Poly d) :
    (⇑(laplacian (d := d)))^[n] p = 0 ↔
      ∃ h : ℕ → Poly d, (∀ j, laplacian (h j) = 0) ∧
        p = ∑ j ∈ Finset.range n, rsq ^ j * h j := by
  induction n generalizing p with
  | zero =>
    constructor
    · intro hp
      exact ⟨fun _ => 0, fun _ => map_zero _, by simpa using hp⟩
    · rintro ⟨h, _, hp⟩
      simpa using hp
  | succ n ih =>
    rw [Function.iterate_succ_apply, ih]
    constructor
    · -- lift the decomposition of the Laplacian of `p`; the remainder is harmonic
      rintro ⟨g, hg, hp⟩
      choose h hh hgh using fun j => exists_harmonic_lift hd j (hg j)
      refine ⟨fun j => match j with
        | 0 => p - ∑ k ∈ Finset.range n, rsq ^ (k + 1) * h k
        | k + 1 => h k, ?_, ?_⟩
      · intro j
        cases j with
        | zero =>
          change laplacian (p - ∑ k ∈ Finset.range n, rsq ^ (k + 1) * h k) = 0
          rw [map_sub, map_sum, hp]
          simp only [hgh, sub_self]
        | succ k => exact hh k
      · rw [Finset.sum_range_succ']
        change p = ∑ k ∈ Finset.range n, rsq ^ (k + 1) * h k +
          rsq ^ 0 * (p - ∑ k ∈ Finset.range n, rsq ^ (k + 1) * h k)
        rw [pow_zero]
        ring
    · -- the Laplacian annihilates the term `j = 0` and lowers the power of `rsq` by one in the others
      rintro ⟨h, hh, rfl⟩
      refine ⟨fun j => scaledEuler (2 * (j + 1) * (d + 2 * j)) (4 * (j + 1)) (h (j + 1)),
        fun j => ?_, ?_⟩
      · rw [laplacian_scaledEuler, hh]
        simp [scaledEuler]
      · rw [Finset.sum_range_succ', map_add, map_sum, pow_zero, one_mul, hh, add_zero]
        exact Finset.sum_congr rfl fun j _ => laplacian_rsq_pow_mul j (hh (j + 1))

/-- A polynomial in `d ≥ 1` variables solves the biharmonic equation if and only if it has the form
`h₀ + rsq * h₁` with `h₀` and `h₁` harmonic polynomials. -/
theorem biharmonic_iff (hd : 0 < d) (p : Poly d) :
    laplacian (laplacian p) = 0 ↔
      ∃ h₀ h₁ : Poly d, laplacian h₀ = 0 ∧ laplacian h₁ = 0 ∧ p = h₀ + rsq * h₁ := by
  constructor
  · intro hp
    obtain ⟨h, hh, e⟩ := (almansi hd 2 p).1 hp
    exact ⟨h 0, h 1, hh 0, hh 1, by simpa [Finset.sum_range_succ] using e⟩
  · rintro ⟨h₀, h₁, H₀, H₁, e⟩
    refine (almansi hd 2 p).2 ⟨fun j => if j = 0 then h₀ else h₁, fun j => ?_, ?_⟩
    · dsimp only
      split_ifs <;> assumption
    · simp [Finset.sum_range_succ, e]

end

end AlmansiDecomposition
```

```lean
#print axioms AlmansiDecomposition.biharmonic_iff
```

```
'AlmansiDecomposition.biharmonic_iff' depends on axioms: [propext, Classical.choice, Quot.sound]
```

## How the lemmas follow the calculation

`pderiv_comm'` proves that derivatives commute by building a polynomial from constants, sums and multiplication by a variable. `pderiv_euler` moves one derivative past E, `laplacian_euler` does this twice and sums, and `laplacian_scaledEuler` adds the constants a and b.

`coeff_scaledEuler` is the statement about monomials, with the total degree written as the sum of the exponents `m i`. In `scaledEuler_bijective`, `positivity` shows that the factor is nonzero. Injectivity then follows by cancelling it in each coefficient, and surjectivity by dividing on monomials and adding the results.

`laplacian_rsq_pow_mul` contains the radial calculation. Its local facts `key`, `eul` and `eulpow` are the formulas for Δ(r²q), E(r²q) and E((r²)^k h). The induction on `j` substitutes them, and `ring` checks the identity between the constants.

`exists_harmonic_lift` takes `h` from surjectivity and proves it harmonic from injectivity of the shifted operator, exactly as above.

In `almansi`, `Function.iterate_succ_apply` turns the condition on `p` into one on its Laplacian, to which the induction hypothesis applies. In the forward direction, `choose` selects a lift for every term, and the `match` expression puts the harmonic remainder at index 0 and moves each lift up by one. In the converse, `Finset.sum_range_succ'` splits off the index-0 term, which the Laplacian annihilates, and `laplacian_rsq_pow_mul` treats the others.

Finally, `biharmonic_iff` sets n = 2. One direction reads off `h 0` and `h 1`; the other packs `h₀` and `h₁` into a sequence.
